# The spin-1/2 XXZ Hamiltonian on a finite graph as a constant, exchange differences and a domain-wall term

Spins 1/2 sit on the vertices of a finite graph and interact along its edges through −J(SxSx + SySy + g SzSz), with J and g any real numbers. The theorem `hamiltonian_apply` gives the amplitude of Hψ at a spin configuration s, for any wave function ψ, normalised or not. It is the sum of three terms: −Jg/4 per edge times ψ(s); J/2 times the sum over edges of ψ(s) minus the amplitude with the two end spins exchanged; and J(g − 1)/2 times the number of edges with opposite end spins, times ψ(s). In the Lean statement the last two terms have half these coefficients, because the sum and the count there take each edge in both orientations. The proof inserts the formula for a single bond, `bond_apply`, splits the sum over oriented edges into three, evaluates the constant and domain-wall parts, and leaves the remaining algebra to `ring`.

This version doesn't compile in Lean 4 with Mathlib:

```lean
import Mathlib

namespace HamiltonianApply

noncomputable section

variable {V : Type*} [Fintype V] [DecidableEq V]

/-- Spin-1/2 wave functions: a complex amplitude for each configuration (0 is up, 1 is down). -/
abbrev State (V : Type*) := (V → Fin 2) → ℂ

/-- The spin-1/2 matrix of the x component. -/
def Sx : Matrix (Fin 2) (Fin 2) ℂ := !![0, 1/2; 1/2, 0]

/-- The spin-1/2 matrix of the y component. -/
def Sy : Matrix (Fin 2) (Fin 2) ℂ := !![0, -Complex.I/2; Complex.I/2, 0]

/-- The spin-1/2 matrix of the z component. -/
def Sz : Matrix (Fin 2) (Fin 2) ℂ := !![1/2, 0; 0, -1/2]

/-- The one-spin matrix `A` acting on the spin at site `i`. -/
def site (A : Matrix (Fin 2) (Fin 2) ℂ) (i : V) : Module.End ℂ (State V) where
  toFun ψ s := ∑ b, A (s i) b * ψ (Function.update s i b)
  map_add' ψ φ := by
    funext s
    simp only [Fin.sum_univ_two, Pi.add_apply]
    ring
  map_smul' c ψ := by
    funext s
    simp only [Fin.sum_univ_two, Pi.smul_apply, smul_eq_mul, RingHom.id_apply]
    ring

/-- The bond operator SxSx + SySy + g SzSz of the sites `i` and `j`. -/
def bond (g : ℝ) (i j : V) : Module.End ℂ (State V) :=
  site Sx i * site Sx j + site Sy i * site Sy j + (g : ℂ) • (site Sz i * site Sz j)

variable (G : SimpleGraph V) [DecidableRel G.Adj] (J g : ℝ)

/-- The Hamiltonian -J ∑ (SxSx + SySy + g SzSz) over the edges; the sum runs over both
orientations of each edge, hence the factor 1/2. -/
def hamiltonian : Module.End ℂ (State V) :=
  (-(J : ℂ) / 2) • ∑ d : G.Dart, bond g d.fst d.snd

/-- The energy -J g / 4 per edge, summed over the edges. -/
def groundEnergy : ℝ := -J * g / 4 * G.edgeFinset.card

/-- The number of oriented edges with opposite spins at their ends (each edge counts twice). -/
def wallCount (s : V → Fin 2) : ℕ :=
  (Finset.univ.filter fun d : G.Dart => s d.fst ≠ s d.snd).card

omit [Fintype V] in
/-- On two distinct sites the bond operator is a constant, minus an exchange difference, minus
a term proportional to g - 1 that acts only on antiparallel spins. -/
theorem bond_apply {i j : V} (h : i ≠ j) (ψ : State V) (s : V → Fin 2) :
    bond g i j ψ s = (g : ℂ) / 4 * ψ s - 1 / 2 * (ψ s - ψ (s ∘ Equiv.swap i j))
      - (if s i ≠ s j then ((g : ℂ) - 1) / 2 * ψ s else 0) := by
  -- only the four configurations of the two spins matter
  obtain ⟨F, hF⟩ : ∃ F : Fin 2 → Fin 2 → ℂ, ∀ b c,
      F b c = ψ (Function.update (Function.update s i b) j c) := ⟨_, fun _ _ => rfl⟩
  have key : ∀ A B : Matrix (Fin 2) (Fin 2) ℂ, (site A i * site B j) ψ s =
      ∑ b, A (s i) b * ∑ c, B (s j) c * F b c := by
    intro A B
    simp only [Module.End.mul_apply, site, LinearMap.coe_mk, AddHom.coe_mk,
      Function.update_of_ne h.symm, hF]
  have hs : s ∘ Equiv.swap i j = Function.update (Function.update s i (s j)) j (s i) := by
    funext k
    rcases eq_or_ne k j with rfl | hj
    · simp
    rcases eq_or_ne k i with rfl | hi
    · simp [h]
    simp [Equiv.swap_apply_of_ne_of_ne hi hj, hi, hj]
  have h1 : ψ s = F (s i) (s j) := by
    rw [hF, Function.update_eq_self, Function.update_eq_self]
  have h2 : ψ (s ∘ Equiv.swap i j) = F (s j) (s i) := by rw [hF, hs]
  simp only [bond, LinearMap.add_apply, LinearMap.smul_apply, Pi.add_apply, Pi.smul_apply,
    smul_eq_mul, key, h1, h2]
  generalize s i = a
  generalize s j = b
  fin_cases a <;> fin_cases b <;> simp [Sx, Sy, Sz, Fin.sum_univ_two] <;> ring_nf <;>
    simp only [Complex.I_sq] <;> ring

/-- The Hamiltonian acts as the constant `groundEnergy`, plus exchange differences, plus
an energy proportional to g - 1 and to the number of domain walls. -/
theorem hamiltonian_apply (ψ : State V) (s : V → Fin 2) :
    hamiltonian G J g ψ s = (groundEnergy G J g : ℂ) * ψ s
      + (J : ℂ) / 4 * ∑ d : G.Dart, (ψ s - ψ (s ∘ Equiv.swap d.fst d.snd))
      + (J : ℂ) * (g - 1) / 4 * (wallCount G s * ψ s) := by
  have hb := fun d : G.Dart => bond_apply g d.adj.ne ψ s
  obtain ⟨D, hD⟩ : ∃ D : G.Dart → ℂ, ∀ d,
      D d = ψ s - ψ (s ∘ Equiv.swap d.fst d.snd) := ⟨_, fun _ => rfl⟩
  simp only [← hD] at hb ⊢
  have hc : (Fintype.card G.Dart : ℂ) = 2 * G.edgeFinset.card := by
    exact_mod_cast G.dart_card_eq_twice_card_edges
  have h1 : hamiltonian G J g ψ s =
      -(J : ℂ) / 2 * ∑ d : G.Dart, bond g d.fst d.snd ψ s := by
    simp only [hamiltonian, LinearMap.smul_apply, LinearMap.sum_apply, Pi.smul_apply,
      Finset.sum_apply, smul_eq_mul]
  have hw : ∑ d : G.Dart, (if s d.fst ≠ s d.snd then ((g : ℂ) - 1) / 2 * ψ s else 0) =
      wallCount G s * (((g : ℂ) - 1) / 2 * ψ s) := by
    rw [← Finset.sum_filter, Finset.sum_const, nsmul_eq_mul, wallCount]
  rw [h1, Finset.sum_congr rfl fun d _ => hb d, Finset.sum_sub_distrib,
    Finset.sum_sub_distrib, hw, ← Finset.mul_sum, Finset.sum_const, Finset.card_univ,
    nsmul_eq_mul, hc, groundEnergy]
  push_cast
  ring

end

end HamiltonianApply
```

The error:

```
Try this:
  [apply] ring_nf
  
  The `ring` tactic failed to close the goal. Use `ring_nf` to obtain a normal form.
    
  Note that `ring` works primarily in *commutative* rings. If you have a noncommutative ring, abelian group or module, consider using `noncomm_ring`, `abel` or `module` instead.
Main.lean:87:57: error: unsolved goals
V : Type u_1
inst✝² : Fintype V
inst✝¹ : DecidableEq V
G : SimpleGraph V
inst✝ : DecidableRel G.Adj
J g : ℝ
ψ : State V
s : V → Fin 2
D : G.Dart → ℂ
hD : ∀ (d : G.Dart), D d = ψ s - ψ (s ∘ ⇑(Equiv.swap d.toProd.1 d.toProd.2))
hb :
  ∀ (d : G.Dart),
    (bond g d.toProd.1 d.toProd.2) ψ s =
      ↑g / 4 * ψ s - 1 / 2 * D d - if s d.toProd.1 ≠ s d.toProd.2 then (↑g - 1) / 2 * ψ s else 0
hc : ↑(Fintype.card G.Dart) = 2 * ↑G.edgeFinset.card
h1 : (hamiltonian G J g) ψ s = -↑J / 2 * ∑ d, (bond g d.toProd.1 d.toProd.2) ψ s
hw : (∑ d, if s d.toProd.1 ≠ s d.toProd.2 then (↑g - 1) / 2 * ψ s else 0) = ↑(wallCount G s) * ((↑g - 1) / 2 * ψ s)
⊢ ↑J * ↑g * ↑G.edgeFinset.card * ψ s * (-1 / 4) + ↑J * ↑g * ψ s * ↑(wallCount G s) * (1 / 4) +
        ↑J * ψ s * ↑(wallCount G s) * (-1 / 4) +
      (↑J * ∑ x, D x * (1 / 2)) * (1 / 2) =
    ↑J * ↑g * ↑G.edgeFinset.card * ψ s * (-1 / 4) + ↑J * ↑g * ψ s * ↑(wallCount G s) * (1 / 4) +
        ↑J * ψ s * ↑(wallCount G s) * (-1 / 4) +
      (↑J * ∑ x, D x) * (1 / 4)
```

Diagnosis. The error is the goal that `ring` leaves unsolved; the "Try this" message reports the same failure. The two sides differ only in their last terms: on the left the factor 1/2 is still inside the sum, `∑ x, D x * (1 / 2)`, while on the right the sum is `∑ x, D x`. The two are equal, but `ring` does not move a factor out of a `Finset` sum, so it treats them as unrelated quantities.

The step `← Finset.mul_sum` was meant to take that factor out, but it rewrote a different sum. Its pattern, a sum of a fixed factor times a term, also fits the constant sum of `(g : ℂ) / 4 * ψ s`, with `ψ s` as a term that happens not to depend on the edge. The rewrite took `g / 4` out of that sum and left the sum over `D` as it was.

The repair states the intended equation as `hx`, with `1 / 2` and `D` written out, and rewrites with it instead. This can only match the sum over `D`. `Finset.sum_const` then evaluates the constant sum whole, and `ring` sees the same `∑ d, D d` on both sides.

This version goes through:

```diff
@@ -99,6 +99,7 @@
       wallCount G s * (((g : ℂ) - 1) / 2 * ψ s) := by
     rw [← Finset.sum_filter, Finset.sum_const, nsmul_eq_mul, wallCount]
+  have hx : ∑ d, (1 / 2 : ℂ) * D d = 1 / 2 * ∑ d, D d := (Finset.mul_sum _ _ _).symm
   rw [h1, Finset.sum_congr rfl fun d _ => hb d, Finset.sum_sub_distrib,
-    Finset.sum_sub_distrib, hw, ← Finset.mul_sum, Finset.sum_const, Finset.card_univ,
+    Finset.sum_sub_distrib, hw, hx, Finset.sum_const, Finset.card_univ,
     nsmul_eq_mul, hc, groundEnergy]
   push_cast
```
